# The Keldysh Equation with Its Initial-Condition Term

Suppose that the retarded Green's function solves its Dyson equation, \(G^r=g^r+g^rS^rG^r\), and that \(1-g^rS^r\) is invertible. Then the Dyson equation of the lesser function,

\[
G^<=g^<+g^<S^aG^a+g^rS^<G^a+g^rS^rG^<, \tag{1}
\]

is equivalent to the Keldysh equation

\[
G^<=(1+G^rS^r)\,g^<\,(1+S^aG^a)+G^rS^<G^a. \tag{2}
\]

Here \(g\) denotes bare propagators, \(G\) full ones and \(S\) self-energies; the superscripts \(r,a,<\) mean retarded, advanced and lesser. All are elements of one ring, such as matrices in time and orbital indices, and need not commute. The first term of (2) carries the initial occupation and the second the particles injected by \(S^<\). In transport simulations with given self-energies on a finite time grid, once \(G^r\) and \(G^a\) are known, (2) yields the lesser function, and with it occupations, by matrix products alone.

## From the contour to the Keldysh equation

Write a contour function as a triangular matrix with \(r\) and \(a\) on the diagonal and \(<\) above it. Matrix multiplication gives the Langreth rule \((AB)^<=A^rB^<+A^<B^a\), while the retarded and advanced parts multiply separately. Applied twice,

\[
(gSG)^<=g^rS^rG^<+(g^rS^<+g^<S^a)G^a,
\]

so the lesser part of \(G=g+gSG\) is (1).

The retarded Dyson equation gives two identities:

\[
(1-g^rS^r)G^r=g^r,\qquad
(1-g^rS^r)(1+G^rS^r)=1-g^rS^r+g^rS^r=1. \tag{3}
\]

Call the right side of (2) \(K\). By (3),

\[
(1-g^rS^r)K=g^<(1+S^aG^a)+g^rS^<G^a.
\]

Moving \(g^rS^rG^<\) to the left in (1) shows that (1) says \((1-g^rS^r)G^<=(1-g^rS^r)K\). Cancelling the invertible factor gives \(G^<=K\); multiplying \(G^<=K\) by that factor leads back to (1).

## Sources and the short form

Invertibility also gives the mirrored Dyson equation \(G=g+GSg\), because

\[
(1-gS)(g+GSg)=g-gSg+gSg=g=(1-gS)G.
\]

Suppose that \(g^<=g^r s\,g^a\) for some source \(s\), such as a bath that fills the bare system, and that \(G^a\) solves its Dyson equation. Then \((1+G^rS^r)g^r=G^r\) and \(g^a(1+S^aG^a)=G^a\), so (2) becomes \(G^<=G^r(s+S^<)G^a\).

The short form \(G^<=G^rS^<G^a\) holds exactly when the first term of (2) vanishes. If \(G^a\) solves its Dyson equation and \(1-g^aS^a\) is invertible too, the mirrored advanced equation gives

\[
(1+S^aG^a)(1-S^ag^a)=1+S^aG^a-S^a(g^a+G^aS^ag^a)=1.
\]

Multiplying the first term by \(1-g^rS^r\) on the left and \(1-S^ag^a\) on the right then leaves \(g^<\), so the short form holds exactly when \(g^<=0\). Its steady-state use usually relies on the initial term decaying at long times, a limit that this algebra does not contain.

## A shift operator that breaks the equivalence

For finite square matrices over \(\mathbb C\), the second identity in (3) already forces \(1-g^rS^r\) to be invertible. Without invertibility, a failure therefore needs infinitely many dimensions. On sequences \((x_0,x_1,\dots)\), let \(L\) delete the first entry and \(T\) put a zero in front, so that \(LT=1\) but \(TL\ne1\). Take

\[
S^r=1,\quad g^r=1-L,\quad G^r=T-1,\quad g^<=S^<=S^a=G^a=0.
\]

The retarded equation holds, since \(L(T-1)=1-L\). Equation (1) reduces to \(LG^<=0\), which the nonzero operator \(G^<=1-TL\) satisfies, whereas (2) demands \(G^<=0\). The example is purely algebraic and describes no physical system, since it violates \(G^a=(G^r)^\dagger\) and \(S^a=(S^r)^\dagger\).

## The equations in Lean

The type `R` is an arbitrary ring. In the names, `r`, `l` and `a` stand for retarded, lesser and advanced.

```lean
import Mathlib

open Matrix

namespace KeldyshEquation

variable {R : Type*} [Ring R]
variable {gr gl ga Sr Sl Sa Gr Gl Ga : R}
```

`Dyson g S G` is a proposition about three given elements. It does not construct a solution or derive the self-energy from an interaction. Time integrals are represented by ring products, with any integration weights absorbed into them.

```lean
/-- The Dyson equation `G = g + g S G` for a bare propagator `g`, a self-energy `S` and a
full propagator `G`. -/
def Dyson (g S G : R) : Prop := G = g + g * S * G
```

The contour function is a two-by-two matrix with entries in `R`. There is no imaginary-time branch, and neither causality nor a relation such as \(G^a=(G^r)^\dagger\) is imposed.

```lean
/-- A contour function with retarded part `r`, lesser part `l` and advanced part `a`,
written as a triangular matrix. -/
def contour (r l a : R) : Matrix (Fin 2) (Fin 2) R := !![r, l; 0, a]
```

The Langreth rule is checked entry by entry.

```lean
/-- Langreth rule: the lesser part of a product of two contour functions is
retarded times lesser plus lesser times advanced, while the retarded and the advanced parts
multiply separately. -/
theorem langreth_mul (r l a r' l' a' : R) :
    contour r l a * contour r' l' a' = contour (r * r') (r * l' + l * a') (a * a') := by
  ext i j
  fin_cases i <;> fin_cases j <;> simp [contour, Matrix.mul_apply, Fin.sum_univ_two]
```

The next theorem splits one contour Dyson equation into three component equations. Inside its proof, `hadd` adds contour functions componentwise and `hinj` says that they are equal exactly when their three parts are. Two uses of `langreth_mul` then produce the expansion found above.

```lean
/-- The Dyson equation for contour functions is equivalent to the retarded Dyson equation, the
advanced Dyson equation and the equation of the lesser function together. -/
theorem contour_dyson_iff :
    Dyson (contour gr gl ga) (contour Sr Sl Sa) (contour Gr Gl Ga) ↔
      Dyson gr Sr Gr ∧
      Gl = gl + gl * Sa * Ga + gr * Sl * Ga + gr * Sr * Gl ∧
      Dyson ga Sa Ga := by
  have hadd : ∀ r l a r' l' a' : R,
      contour r l a + contour r' l' a' = contour (r + r') (l + l') (a + a') := by
    intro r l a r' l' a'
    ext i j
    fin_cases i <;> fin_cases j <;> simp [contour]
  have hinj : ∀ r l a r' l' a' : R,
      contour r l a = contour r' l' a' ↔ r = r' ∧ l = l' ∧ a = a' := by
    intro r l a r' l' a'
    constructor
    · intro h
      exact ⟨by simpa [contour] using congrArg (fun M => M 0 0) h,
        by simpa [contour] using congrArg (fun M => M 0 1) h,
        by simpa [contour] using congrArg (fun M => M 1 1) h⟩
    · rintro ⟨rfl, rfl, rfl⟩
      rfl
  have e : gl + (gr * Sr * Gl + (gr * Sl + gl * Sa) * Ga)
      = gl + gl * Sa * Ga + gr * Sl * Ga + gr * Sr * Gl := by
    rw [add_mul]
    abel
  change contour Gr Gl Ga = contour gr gl ga
    + contour gr gl ga * contour Sr Sl Sa * contour Gr Gl Ga ↔ _
  rw [langreth_mul, langreth_mul, hadd, hinj, e]
  rfl
```

## The identities behind the cancellation

The first identity of (3) is a rearrangement of the Dyson equation.

```lean
/-- The Dyson equation in solved form: `(1 - g S) G = g`. -/
theorem dyson_solved {g S G : R} (h : Dyson g S G) : (1 - g * S) * G = g := by
  rw [sub_mul, one_mul]
  exact sub_eq_of_eq_add h
```

For the mirrored equation, `IsUnit (1 - g * S)` supplies a two-sided inverse, and `hu.mul_left_cancel` reduces the goal to the equality after multiplication by \(1-gS\). The tactic `noncomm_ring` expands products without changing their order.

```lean
/-- If `1 - g S` is invertible, a solution of the Dyson equation also satisfies the mirrored
equation `G = g + G S g`. -/
theorem dyson_right {g S G : R} (hu : IsUnit (1 - g * S)) (h : Dyson g S G) :
    G = g + G * S * g := by
  have h' := dyson_solved h
  apply hu.mul_left_cancel
  calc (1 - g * S) * G = g := h'
    _ = (1 - g * S) * g + g * S * g := by noncomm_ring
    _ = (1 - g * S) * g + ((1 - g * S) * G) * S * g := by rw [h']
    _ = (1 - g * S) * (g + G * S * g) := by noncomm_ring
```

The second identity of (3) needs only the Dyson equation.

```lean
/-- The factor `1 + G S` is a right inverse of `1 - g S` when `G` solves the Dyson equation. -/
theorem dressing_factor {g S G : R} (h : Dyson g S G) :
    (1 - g * S) * (1 + G * S) = 1 := by
  calc (1 - g * S) * (1 + G * S) = (1 - g * S) + ((1 - g * S) * G) * S := by noncomm_ring
    _ = 1 := by rw [dyson_solved h, sub_add_cancel]
```

## The Keldysh equivalence

The theorem assumes the retarded equation and invertibility, but no advanced Dyson equation: `Ga` can be any ring element. The step `key` computes \((1-g^rS^r)K\). The forward direction cancels the factor; the reverse direction multiplies by it and restores \(g^rS^rG^<\).

```lean
/-- Keldysh equation with its initial-condition term: if `Gr` solves the retarded Dyson equation
and `1 - gr Sr` is invertible, the Dyson equation of the lesser function `Gl` is equivalent to
`Gl = (1 + Gr Sr) gl (1 + Sa Ga) + Gr Sl Ga`. -/
theorem keldysh_equation (hu : IsUnit (1 - gr * Sr)) (hr : Dyson gr Sr Gr) :
    Gl = gl + gl * Sa * Ga + gr * Sl * Ga + gr * Sr * Gl ↔
      Gl = (1 + Gr * Sr) * gl * (1 + Sa * Ga) + Gr * Sl * Ga := by
  -- multiplying the Keldysh form by `1 - gr Sr` removes the retarded dressing
  have key : (1 - gr * Sr) * ((1 + Gr * Sr) * gl * (1 + Sa * Ga) + Gr * Sl * Ga)
      = gl * (1 + Sa * Ga) + gr * Sl * Ga := by
    calc (1 - gr * Sr) * ((1 + Gr * Sr) * gl * (1 + Sa * Ga) + Gr * Sl * Ga)
        = ((1 - gr * Sr) * (1 + Gr * Sr)) * (gl * (1 + Sa * Ga))
          + ((1 - gr * Sr) * Gr) * Sl * Ga := by noncomm_ring
      _ = gl * (1 + Sa * Ga) + gr * Sl * Ga := by
          rw [dressing_factor hr, dyson_solved hr, one_mul]
  constructor
  · intro hl
    apply hu.mul_left_cancel
    rw [key, sub_mul, one_mul]
    apply sub_eq_of_eq_add
    refine hl.trans ?_
    noncomm_ring
  · intro h
    have e : (1 - gr * Sr) * Gl = gl * (1 + Sa * Ga) + gr * Sl * Ga := by
      rw [h]
      exact key
    calc Gl = (1 - gr * Sr) * Gl + gr * Sr * Gl := by noncomm_ring
      _ = gl * (1 + Sa * Ga) + gr * Sl * Ga + gr * Sr * Gl := by rw [e]
      _ = gl + gl * Sa * Ga + gr * Sl * Ga + gr * Sr * Gl := by noncomm_ring
```

## Initial occupation as a source

Here the advanced equation enters. After the Keldysh form is substituted, `dyson_right` turns \(g^r+G^rS^rg^r\) into \(G^r\), and `ha'` does the corresponding job for \(G^a\).

```lean
/-- If the bare lesser function comes from a source, `gl = gr s ga`, then the source adds to the
lesser self-energy: `Gl = Gr (s + Sl) Ga`. Here `Gr` and `Ga` solve their Dyson equations, `Gl`
solves the lesser one, and `1 - gr Sr` is invertible. -/
theorem keldysh_of_source {s : R} (hu : IsUnit (1 - gr * Sr))
    (hr : Dyson gr Sr Gr) (ha : Dyson ga Sa Ga)
    (hl : Gl = gl + gl * Sa * Ga + gr * Sl * Ga + gr * Sr * Gl)
    (hg : gl = gr * s * ga) :
    Gl = Gr * (s + Sl) * Ga := by
  have ha' : Ga = ga + ga * Sa * Ga := ha
  rw [(keldysh_equation hu hr).1 hl, hg]
  calc (1 + Gr * Sr) * (gr * s * ga) * (1 + Sa * Ga) + Gr * Sl * Ga
      = (gr + Gr * Sr * gr) * s * (ga + ga * Sa * Ga) + Gr * Sl * Ga := by noncomm_ring
    _ = Gr * s * Ga + Gr * Sl * Ga := by rw [← dyson_right hu hr, ← ha']
    _ = Gr * (s + Sl) * Ga := by noncomm_ring
```

In the short-form criterion, `hR` says that \(1-S^ag^a\) is a right inverse of the advanced dressing factor \(1+S^aG^a\), and `z` says that the initial term vanishes. Surrounding that term with the two undoing factors recovers `gl`.

```lean
/-- Let `Gr`, `Ga` and `Gl` solve their Dyson equations, with `1 - gr Sr` and `1 - ga Sa`
invertible. Then the short form `Gl = Gr Sl Ga` holds exactly when the bare lesser function
`gl` is zero. -/
theorem short_form_iff (hu : IsUnit (1 - gr * Sr)) (hv : IsUnit (1 - ga * Sa))
    (hr : Dyson gr Sr Gr) (ha : Dyson ga Sa Ga)
    (hl : Gl = gl + gl * Sa * Ga + gr * Sl * Ga + gr * Sr * Gl) :
    Gl = Gr * Sl * Ga ↔ gl = 0 := by
  have hk := (keldysh_equation hu hr).1 hl
  -- the advanced dressing factor can be undone from the right
  have hR : (1 + Sa * Ga) * (1 - Sa * ga) = 1 := by
    calc (1 + Sa * Ga) * (1 - Sa * ga)
        = 1 + Sa * Ga - Sa * (ga + Ga * Sa * ga) := by noncomm_ring
      _ = 1 := by rw [← dyson_right hv ha, add_sub_cancel_right]
  constructor
  · intro h
    have z : (1 + Gr * Sr) * gl * (1 + Sa * Ga) = 0 :=
      add_right_cancel ((hk.symm.trans h).trans (zero_add _).symm)
    calc gl = ((1 - gr * Sr) * (1 + Gr * Sr)) * gl * ((1 + Sa * Ga) * (1 - Sa * ga)) := by
          rw [dressing_factor hr, hR, one_mul, mul_one]
      _ = (1 - gr * Sr) * ((1 + Gr * Sr) * gl * (1 + Sa * Ga)) * (1 - Sa * ga) := by
          simp only [mul_assoc]
      _ = 0 := by rw [z, mul_zero, zero_mul]
  · intro h
    rw [hk, h, mul_zero, zero_mul, zero_add]
```

## Two time slices with explicit numbers

The last theorem gives rational matrices that satisfy all the hypotheses of the equivalence, with \(g^<\) and \(S^<\) both nonzero. Retarded matrices are lower triangular and advanced ones upper triangular. The numbers illustrate the algebra and model no particular Hamiltonian; the usual factor \(i\) in lesser quantities is left out. Equation (2) reads

\[
G^<=\begin{pmatrix}1&1\\1&1\end{pmatrix}
+\begin{pmatrix}0&0\\0&1\end{pmatrix}
=\begin{pmatrix}1&1\\1&2\end{pmatrix},
\]

with the initial term first and the injected term second. The proof checks the three component equations by entries and the two inverses by determinants.

```lean
/-- An instance on two time slices: explicit rational matrices, with nonzero bare lesser function
and nonzero lesser self-energy, solve the contour Dyson equation, and both `1 - gr Sr` and
`1 - ga Sa` are invertible. -/
theorem keldysh_witness :
    Dyson (contour (R := Matrix (Fin 2) (Fin 2) ℚ) 1 !![1, 0; 0, 0] 1)
      (contour !![0, 0; 1, 0] !![0, 0; 0, 1] !![0, 1; 0, 0])
      (contour !![1, 0; 1, 1] !![1, 1; 1, 2] !![1, 1; 0, 1]) ∧
    IsUnit (1 - 1 * !![0, 0; 1, 0] : Matrix (Fin 2) (Fin 2) ℚ) ∧
    IsUnit (1 - 1 * !![0, 1; 0, 0] : Matrix (Fin 2) (Fin 2) ℚ) := by
  refine ⟨contour_dyson_iff.2 ⟨?_, ?_, ?_⟩, ?_, ?_⟩
  · unfold Dyson
    ext i j
    fin_cases i <;> fin_cases j <;> norm_num [Matrix.mul_apply, Fin.sum_univ_two]
  · ext i j
    fin_cases i <;> fin_cases j <;> norm_num [Matrix.mul_apply, Fin.sum_univ_two]
  · unfold Dyson
    ext i j
    fin_cases i <;> fin_cases j <;> norm_num [Matrix.mul_apply, Fin.sum_univ_two]
  · exact (Matrix.isUnit_iff_isUnit_det _).2 (by simp [Matrix.det_fin_two])
  · exact (Matrix.isUnit_iff_isUnit_det _).2 (by simp [Matrix.det_fin_two])

end KeldyshEquation
```

```lean
#print axioms KeldyshEquation.keldysh_equation
#print axioms KeldyshEquation.keldysh_of_source
#print axioms KeldyshEquation.short_form_iff
```

```
'KeldyshEquation.keldysh_equation' depends on axioms: [propext]
'KeldyshEquation.keldysh_of_source' depends on axioms: [propext]
'KeldyshEquation.short_form_iff' depends on axioms: [propext]
```
